# Number variance $2|u|^2|v|^2$ of the single-mode squeezed vacuum

Squeezing turns the annihilator $a$ of a bosonic mode into $A=ua+va^\dagger$, with complex numbers $u,v$ that satisfy $|u|^2-|v|^2=1$. The number variance of the squeezed vacuum is the variance of $A^\dagger A$ in the vacuum of $a$. That vacuum is represented here by its expectation values, not by a vector in Fock space. The operators live in an arbitrary algebra over the complex numbers, called `R`, whose multiplication need not commute, and the vacuum is a linear functional $\omega$ from that algebra to $\mathbb{C}$.

In Lean 4 with Mathlib:

```lean
import Mathlib

open ComplexConjugate
open scoped Polynomial

namespace SqueezedVacuum

noncomputable section

variable {R : Type*} [Ring R] [Algebra ℂ R]
```

## The vacuum as a functional

Let $a$ be the annihilator and $b$ the creator of one bosonic mode. In Fock space one would have $\omega(x)=\langle 0|x|0\rangle$. Then $a|0\rangle=0$ gives $\omega(xa)=0$, and $\langle 0|b=0$ gives $\omega(bx)=0$, for every operator $x$. Together with the commutator and the normalisation, the assumptions are

$$ab-ba=1,\qquad \omega(1)=1,\qquad \omega(xa)=0,\qquad \omega(bx)=0 .$$

The predicate `IsVacuum a b ω` collects these four conditions. It does not require $b$ to be the adjoint of $a$, nor $\omega$ to be positive; the physical reading as means and variances supplies both. Matrices in a truncated Fock basis are not covered, because a commutator of finite matrices has trace zero and cannot equal the identity.

```lean
/-- A bosonic mode with annihilator `a` and creator `b`, together with its normalised
vacuum expectation `ω`, which vanishes on `x a` and on `b x`. -/
structure IsVacuum (a b : R) (ω : R →ₗ[ℂ] ℂ) : Prop where
  comm : a * b - b * a = 1
  norm : ω 1 = 1
  right : ∀ x, ω (x * a) = 0
  left : ∀ x, ω (b * x) = 0
```

## The Bogoliubov map

For complex numbers $u,v$, the transformed annihilator is

$$A=ua+vb .$$

In the Heisenberg picture the squeezing acts on the operators while the state stays the vacuum of $a$. Expectations of $A$ and its partner in $\omega$ are therefore the expectations of the original mode in the squeezed state. The unitary squeezing operator itself is not constructed.

```lean
/-- The Bogoliubov-transformed annihilator `A = u a + v b`. -/
def annihilator (u v : ℂ) (a b : R) : R := u • a + v • b
```

The transformed creator is what the adjoint of $A$ would be if $b=a^\dagger$:

$$B=\bar v a+\bar u b .$$

For real coefficients this is $B=va+ub$. The bar is `conj` in the code, and `•` multiplies an operator by a number.

```lean
/-- The Bogoliubov-transformed creator `B = v̄ a + ū b`. -/
def creator (u v : ℂ) (a b : R) : R := conj v • a + conj u • b
```

Products of coefficients appear as $z\bar z$, while the results are stated with moduli. The link is $z\bar z=|z|^2$, with the real number $|z|$ regarded as complex.

```lean
/-- A complex number times its conjugate is its squared modulus. -/
private theorem mul_conj_norm (z : ℂ) : z * conj z = (‖z‖ : ℂ) ^ 2 := by
  rw [Complex.mul_conj, Complex.normSq_eq_norm_sq, Complex.ofReal_pow]
```

## The commutation relation survives

In $AB-BA$ the $aa$ and $bb$ terms cancel, which leaves

$$AB-BA=u\bar u\,(ab-ba)+v\bar v\,(ba-ab)=(|u|^2-|v|^2)(ab-ba).$$

The condition $|u|^2-|v|^2=1$, named `huv` in the code, thus says that the transformed mode is again a canonical boson. In the proof, `key` is the displayed identity: `simp only` expands the products and `module` collects the coefficients. The final rewrite inserts the two conditions.

```lean
/-- The Bogoliubov map with `|u|² - |v|² = 1` preserves the canonical commutation relation. -/
theorem bogoliubov_commutator {a b : R} (h : a * b - b * a = 1) {u v : ℂ}
    (huv : ‖u‖ ^ 2 - ‖v‖ ^ 2 = 1) :
    annihilator u v a b * creator u v a b - creator u v a b * annihilator u v a b = 1 := by
  have key : annihilator u v a b * creator u v a b - creator u v a b * annihilator u v a b
      = (u * conj u - v * conj v) • (a * b - b * a) := by
    simp only [annihilator, creator, add_mul, mul_add, smul_mul_assoc, mul_smul_comm]
    module
  have hc : (‖u‖ : ℂ) ^ 2 - (‖v‖ : ℂ) ^ 2 = 1 := by exact_mod_cast huv
  rw [key, h, mul_conj_norm, mul_conj_norm, hc, one_smul]
```

## Two linear forms

Take numbers $x_1,y_1,x_2,y_2$ and expand

$$(x_1a+y_1b)(x_2a+y_2b)=x_1x_2\,aa+x_1y_2\,ab+y_1x_2\,ba+y_1y_2\,bb .$$

The words $aa$ and $ba$ end in $a$, and $bb$ begins with $b$, so their expectations vanish. For the remaining word, $\omega(ab)=\omega(ba)+\omega(1)=1$. Hence the value is $x_1y_2$. The code proves the value of $\omega(ab)$ as `hab`, then expands and lets the vacuum relations remove the other terms.

```lean
/-- The vacuum expectation of a product of two linear forms in `a` and `b` is the
`a`-coefficient of the first times the `b`-coefficient of the second. -/
theorem two_point {a b : R} {ω : R →ₗ[ℂ] ℂ} (h : IsVacuum a b ω) (x₁ y₁ x₂ y₂ : ℂ) :
    ω ((x₁ • a + y₁ • b) * (x₂ • a + y₂ • b)) = x₁ * y₂ := by
  have e : a * b = b * a + 1 := by rw [← h.comm]; abel
  have hab : ω (a * b) = 1 := by rw [e, map_add, h.left, h.norm, zero_add]
  simp only [add_mul, mul_add, smul_mul_assoc, mul_smul_comm, smul_add, map_add, map_smul,
    smul_eq_mul, h.right, h.left, hab]
  ring
```

## Four linear forms

A product of four forms gives sixteen words. A word survives the vacuum relations only if it begins with $a$ and ends with $b$, which leaves four. Moving creators to the left gives

$$\begin{aligned}
abab&=(ba+1)(ba+1)=b(aba+2a)+1, &\omega(abab)&=1,\\
aabb&=a(ba+1)b=abab+ab, &\omega(aabb)&=2,\\
aaab&=aa(ba+1)=(aab+a)a, &\omega(aaab)&=0,\\
abbb&=(ba+1)bb=b(abb+b), &\omega(abbb)&=0.
\end{aligned}$$

Reading off the coefficients of the two nonzero words, the expectation is

$$x_1y_2x_3y_4+2\,x_1x_2y_3y_4 .$$

This is Wick's theorem for the case of four factors: the first term pairs neighbours, and the factor 2 counts the two ways of pairing in $aabb$. The general theorem for any number of factors is not stated.

The facts `w1` to `w4` are the four lines above, in that order. Each uses $ab=ba+1$, and `noncomm_ring` checks the rearrangements without exchanging $a$ and $b$. The fact `hr` disposes of the words ending in $a$.

```lean
/-- The vacuum expectation of a product of four linear forms in `a` and `b`, with
contributions from the words `abab` and `aabb`. -/
theorem four_point {a b : R} {ω : R →ₗ[ℂ] ℂ} (h : IsVacuum a b ω)
    (x₁ y₁ x₂ y₂ x₃ y₃ x₄ y₄ : ℂ) :
    ω ((x₁ • a + y₁ • b) * (x₂ • a + y₂ • b) * (x₃ • a + y₃ • b) * (x₄ • a + y₄ • b))
      = x₁ * y₂ * x₃ * y₄ + 2 * (x₁ * x₂ * y₃ * y₄) := by
  have e : a * b = b * a + 1 := by rw [← h.comm]; abel
  have hab : ω (a * b) = 1 := by rw [e, map_add, h.left, h.norm, zero_add]
  -- normal ordering of the four words that begin with `a` and end with `b`
  have w1 : ω (a * (b * (a * b))) = 1 := by
    have : a * (b * (a * b)) = b * (a * b * a + a + a) + 1 := by
      calc a * (b * (a * b)) = (a * b) * (a * b) := by simp only [mul_assoc]
        _ = (b * a + 1) * (b * a + 1) := by rw [e]
        _ = b * (a * b * a + a + a) + 1 := by noncomm_ring
    rw [this, map_add, h.left, h.norm, zero_add]
  have w2 : ω (a * (a * (b * b))) = 2 := by
    have : a * (a * (b * b)) = a * (b * (a * b)) + a * b := by
      calc a * (a * (b * b)) = a * (a * b) * b := by simp only [mul_assoc]
        _ = a * (b * a + 1) * b := by rw [e]
        _ = a * (b * (a * b)) + a * b := by noncomm_ring
    rw [this, map_add, w1, hab]
    norm_num
  have w3 : ω (a * (a * (a * b))) = 0 := by
    have : a * (a * (a * b)) = (a * a * b + a) * a := by
      rw [e]
      noncomm_ring
    rw [this, h.right]
  have w4 : ω (a * (b * (b * b))) = 0 := by
    have : a * (b * (b * b)) = b * (a * b * b + b) := by
      calc a * (b * (b * b)) = (a * b) * (b * b) := by simp only [mul_assoc]
        _ = (b * a + 1) * (b * b) := by rw [e]
        _ = b * (a * b * b + b) := by noncomm_ring
    rw [this, h.left]
  have hr : ∀ x y z : R, ω (x * (y * (z * a))) = 0 := by
    intro x y z
    rw [← mul_assoc, ← mul_assoc]
    exact h.right _
  simp only [add_mul, mul_add, smul_mul_assoc, mul_smul_comm, smul_add, map_add, map_smul,
    smul_eq_mul, mul_assoc, hr, h.left, w1, w2, w3, w4]
  ring
```

## Mean, pair amplitude and variance

The number operator of the transformed mode is $BA$. The first form is $B$, with coefficients $(\bar v,\bar u)$, and the second is $A$, with coefficients $(u,v)$. The two-form rule gives

$$\omega(BA)=\bar v v=|v|^2,\qquad \omega(AA)=uv .$$

For the second moment, the four forms are $B,A,B,A$, so

$$\omega\big((BA)^2\big)=\bar v v\bar v v+2\,\bar v u\bar u v=|v|^4+2|u|^2|v|^2 .$$

Subtracting $\omega(BA)^2=|v|^4$ leaves the variance $2|u|^2|v|^2$.

The theorem states the commutator, the mean, the pair amplitude and the variance together, assuming `IsVacuum a b ω` and $|u|^2-|v|^2=1$. In its proof `m` is the mean and `q` the second moment; the closing `linear_combination` replaces each $z\bar z$ by $|z|^2$. For one mode of light in an ideal squeezed vacuum, without loss or added noise, $|v|^2$ and $2|u|^2|v|^2$ are the mean and the variance of the photon number.

```lean
/-- Number statistics of the squeezed vacuum: the transformed mode is canonical, its mean
number is `|v|²`, its pair amplitude is `u v`, and its number variance is `2 |u|² |v|²`. -/
theorem squeezed_vacuum_statistics {a b : R} {ω : R →ₗ[ℂ] ℂ} (h : IsVacuum a b ω) {u v : ℂ}
    (huv : ‖u‖ ^ 2 - ‖v‖ ^ 2 = 1) :
    annihilator u v a b * creator u v a b - creator u v a b * annihilator u v a b = 1 ∧
    ω (creator u v a b * annihilator u v a b) = (‖v‖ : ℂ) ^ 2 ∧
    ω (annihilator u v a b * annihilator u v a b) = u * v ∧
    ω ((creator u v a b * annihilator u v a b) ^ 2)
      - ω (creator u v a b * annihilator u v a b) ^ 2
      = 2 * (‖u‖ : ℂ) ^ 2 * (‖v‖ : ℂ) ^ 2 := by
  have m : ω (creator u v a b * annihilator u v a b) = (‖v‖ : ℂ) ^ 2 :=
    (two_point h (conj v) (conj u) u v).trans (by rw [mul_comm, mul_conj_norm])
  -- the second moment of the number operator is a four-point function
  have q : ω ((creator u v a b * annihilator u v a b) ^ 2)
      = conj v * v * conj v * v + 2 * (conj v * u * conj u * v) := by
    rw [pow_two, ← mul_assoc]
    exact four_point h (conj v) (conj u) u v (conj v) (conj u) u v
  refine ⟨bogoliubov_commutator h.comm huv, m, two_point h u v u v, ?_⟩
  rw [q, m]
  linear_combination (v * conj v + (‖v‖ : ℂ) ^ 2 + 2 * (‖u‖ : ℂ) ^ 2) * mul_conj_norm v
    + 2 * (v * conj v) * mul_conj_norm u
```

Write $n=\omega(BA)=|v|^2$. Since $|u|^2=|v|^2+1=n+1$, the variance depends on the mean alone:

$$\omega\big((BA)^2\big)-\omega(BA)^2=2n(n+1).$$

```lean
/-- The number variance of the squeezed vacuum is `2 n (n + 1)`, where `n` is the mean number. -/
theorem variance_from_mean {a b : R} {ω : R →ₗ[ℂ] ℂ} (h : IsVacuum a b ω) {u v : ℂ}
    (huv : ‖u‖ ^ 2 - ‖v‖ ^ 2 = 1) :
    ω ((creator u v a b * annihilator u v a b) ^ 2)
      - ω (creator u v a b * annihilator u v a b) ^ 2
      = 2 * ω (creator u v a b * annihilator u v a b)
        * (ω (creator u v a b * annihilator u v a b) + 1) := by
  obtain ⟨-, m, -, var⟩ := squeezed_vacuum_statistics h huv
  have hc : (‖u‖ : ℂ) ^ 2 - (‖v‖ : ℂ) ^ 2 = 1 := by exact_mod_cast huv
  rw [var, m]
  linear_combination 2 * (‖v‖ : ℂ) ^ 2 * hc
```

## Squeezed and stretched quadratures

Let $u=\cosh r$ and $v=\sinh r$ with $r$ real. From $\cosh r+\sinh r=e^r$ and $\cosh r-\sinh r=e^{-r}$,

$$A+B=e^r(a+b),\qquad i(B-A)=i e^{-r}(b-a).$$

The two-form rule then gives

$$\omega\big((A+B)^2\big)=e^{2r},\qquad
\omega\big((i(B-A))^2\big)=(-ie^{-r})(ie^{-r})=e^{-2r}.$$

Both quadratures have mean zero, because $\omega(a)=\omega(b)=0$, so these second moments are variances. The quadratures carry no factor $1/\sqrt2$, and the unsqueezed value at $r=0$ is 1. For $r>0$ the second quadrature is squeezed; for $r<0$ the first one is. In each half of the proof, `e` is the simplified linear form to which `two_point` is applied.

```lean
/-- For `u = cosh r`, `v = sinh r` the quadratures `A + B` and `i (B - A)` have second
moments `exp (2r)` and `exp (-2r)`. -/
theorem quadrature_squeezing {a b : R} {ω : R →ₗ[ℂ] ℂ} (h : IsVacuum a b ω) (r : ℝ) :
    let A := annihilator (Real.cosh r : ℂ) (Real.sinh r : ℂ) a b
    let B := creator (Real.cosh r : ℂ) (Real.sinh r : ℂ) a b
    ω ((A + B) ^ 2) = (Real.exp (2 * r) : ℂ) ∧
    ω ((Complex.I • (B - A)) ^ 2) = (Real.exp (-(2 * r)) : ℂ) := by
  intro A B
  constructor
  · have e : A + B = (Real.exp r : ℂ) • a + (Real.exp r : ℂ) • b := by
      simp only [A, B, annihilator, creator, Complex.conj_ofReal]
      rw [← Real.cosh_add_sinh r, Complex.ofReal_add]
      module
    rw [e, pow_two, two_point h, ← Complex.ofReal_mul, ← Real.exp_add, two_mul]
  · have e : Complex.I • (B - A) = (-(Complex.I * (Real.exp (-r) : ℂ))) • a
        + (Complex.I * (Real.exp (-r) : ℂ)) • b := by
      simp only [A, B, annihilator, creator, Complex.conj_ofReal]
      rw [← Real.cosh_sub_sinh r, Complex.ofReal_sub]
      module
    have hE : (Real.exp (-r) : ℂ) * (Real.exp (-r) : ℂ) = (Real.exp (-(2 * r)) : ℂ) := by
      rw [← Complex.ofReal_mul, ← Real.exp_add]
      congr 2
      ring
    rw [e, pow_two, two_point h]
    linear_combination hE - (Real.exp (-r) : ℂ) * (Real.exp (-r) : ℂ) * Complex.I_sq
```

## A realisation on polynomials

The assumptions are satisfied by a concrete model. Let operators act on complex polynomials in $X$, with the constant polynomial $1$ as the vacuum. The functional applies an operator $T$ to $1$ and reads off the constant coefficient:

$$\omega(T)=(T1)\big|_{X^0}.$$

```lean
/-- The functional sending an operator `T` on polynomials to the constant coefficient of `T 1`. -/
def polynomialVacuum : Module.End ℂ ℂ[X] →ₗ[ℂ] ℂ where
  toFun T := (T 1).coeff 0
  map_add' S T := by simp
  map_smul' c T := by simp
```

Take $a=\frac{d}{dX}$ and let $b$ be multiplication by $X$. For every polynomial $p$, the product rule gives

$$(ab-ba)p=(Xp)'-Xp'=p .$$

The constant coefficient of $1$ is 1, so $\omega(1)=1$. Since the derivative of $1$ is zero, $\omega(Ta)=0$; since a multiple of $X$ has no constant term, $\omega(bT)=0$. The four bullets of the proof check these conditions in the same order. The theorem also records that $u=\tfrac54$ and $v=\tfrac34$ satisfy the Bogoliubov condition, as $\tfrac{25}{16}-\tfrac{9}{16}=1$.

```lean
/-- The derivative and multiplication by `X` on polynomials, with `polynomialVacuum`, satisfy
the vacuum relations, and `u = 5/4`, `v = 3/4` satisfy the Bogoliubov condition. -/
theorem isVacuum_witness :
    IsVacuum (R := Module.End ℂ ℂ[X]) Polynomial.derivative
      (LinearMap.mulLeft ℂ (Polynomial.X : ℂ[X])) polynomialVacuum ∧
    ‖(5 / 4 : ℂ)‖ ^ 2 - ‖(3 / 4 : ℂ)‖ ^ 2 = 1 := by
  refine ⟨⟨?_, ?_, ?_, ?_⟩, by norm_num [norm_div]⟩
  · apply LinearMap.ext
    intro p
    change Polynomial.derivative (Polynomial.X * p)
      - Polynomial.X * Polynomial.derivative p = p
    rw [Polynomial.derivative_mul, Polynomial.derivative_X]
    ring
  · change (1 : ℂ[X]).coeff 0 = 1
    simp
  · intro T
    change (T (Polynomial.derivative (1 : ℂ[X]))).coeff 0 = 0
    simp
  · intro T
    change (Polynomial.X * T 1).coeff 0 = 0
    simp

end

end SqueezedVacuum
```

```lean
#print axioms SqueezedVacuum.squeezed_vacuum_statistics
#print axioms SqueezedVacuum.variance_from_mean
#print axioms SqueezedVacuum.quadrature_squeezing
```

```
'SqueezedVacuum.squeezed_vacuum_statistics' depends on axioms: [propext, Classical.choice, Quot.sound]
'SqueezedVacuum.variance_from_mean' depends on axioms: [propext, Classical.choice, Quot.sound]
'SqueezedVacuum.quadrature_squeezing' depends on axioms: [propext, Classical.choice, Quot.sound]
```

## The case $u=5/4$, $v=3/4$ by direct calculation

In the polynomial model these coefficients give

$$A=\tfrac54\tfrac{d}{dX}+\tfrac34X,\qquad B=\tfrac34\tfrac{d}{dX}+\tfrac54X .$$

Acting on the vacuum, $A1=\tfrac34X$ and

$$BA1=\tfrac9{16}+\tfrac{15}{16}X^2 .$$

The constant coefficient is the mean, $\tfrac9{16}=v^2$. Applying $A$ once more gives

$$A(BA1)=\tfrac{177}{64}X+\tfrac{45}{64}X^3 .$$

Only the derivative of the linear term contributes to the constant coefficient after the last $B$, so

$$\omega\big((BA)^2\big)=\tfrac34\cdot\tfrac{177}{64}=\tfrac{531}{256}.$$

The variance is $\tfrac{531}{256}-\tfrac{81}{256}=\tfrac{225}{128}$, which agrees with $2u^2v^2=2\cdot\tfrac{25}{16}\cdot\tfrac9{16}$. Here $e^r=u+v=2$, so the two quadrature variances are $4$ and $\tfrac14$.
